# The Curie–Weiss magnetisation for K > 1: strict growth, critical exponent one half, and saturation

Let $J$ be the total coupling of an Ising spin to all the others in the Curie–Weiss model, $T$ the temperature with $k_B=1$, and $K=J/T$. In zero external field and in the limit of infinitely many spins, the magnetisation per spin $m$ satisfies $m=\tanh(Km)$. I know the picture: for $K>1$ there is a positive solution, it grows with $K$, and near $K=1$ it behaves like $\sqrt{3(K-1)}$. The usual argument expands the hyperbolic tangent to third order and drops the rest. Can the growth of the magnetisation, the factor $3$ under the root and the exponent one half be derived with real inequalities, and checked by machine in Lean?

## From the required field to the magnetisation curve

Yes. Define the spontaneous magnetisation $M(K)$ as the supremum of all real solutions of $m=\tanh(Km)$. This definition does not presuppose a positive solution; for $K>1$ one has to be found.

**The coupling that a field requires.** Suppose $m>0$ is a solution, and call $x=Km$ its molecular field, in units of $T$. Then $\tanh x=m$, so
$$\frac{x}{\tanh x}=\frac{Km}{m}=K .$$
For $x>0$ the left side is strictly increasing. Since $(\tanh x)'=1-\tanh^2x$, its derivative is
$$\frac{\tanh x-x(1-\tanh^2x)}{\tanh^2x}=\frac{\sinh x\cosh x-x}{\sinh^2x}>0,$$
because $\sinh x\cosh x\ge\sinh x>x$. A given $K$ therefore admits at most one positive field, and so at most one positive $m$.

**Existence.** Let $K>1$, $a=1-1/K$ and $f(m)=m-\tanh(Km)$. For $y>0$ we have $\tanh y\ge y/(1+y)$: after multiplying out, this says $y(\cosh y-\sinh y)\le\sinh y$, and indeed $ye^{-y}\le y<\sinh y$. Taking $y=Ka=K-1$ gives $\tanh(Ka)\ge(K-1)/K=a$, so $f(a)\le0$. Also $f(1)=1-\tanh K\ge0$. By the intermediate value theorem, $f$ has a zero in $[a,1]$. It is positive, and every other solution is non-positive, so it is the largest solution. Hence it equals $M(K)$, and $M(K)\ge1-1/K$.

**Growth.** If $1<K<L$, the field $KM(K)$ requires the smaller coupling, so $KM(K)<LM(L)$. Since $\tanh$ is strictly increasing, $M(K)<M(L)$.

**The amplitude.** For $x\ge0$, write $t=\tanh x$. The function $x-t-t^3/3$ vanishes at $0$ and has derivative
$$1-(1-t^2)-t^2(1-t^2)=t^4\ge0,$$
so $t+t^3/3\le x$. In particular $0\le t\le x$. The function $t-x+x^3/3$ also vanishes at $0$, with derivative $x^2-t^2\ge0$, so $x-x^3/3\le t$. Now put $x=KM$ and $t=M$, where $M=M(K)>0$, and divide by $M$:
$$K-\frac{K^3M^2}{3}\le1,\qquad 1+\frac{M^2}{3}\le K .$$
Together these give
$$\frac1{K^3}\le\frac{M(K)^2}{3(K-1)}\le1,$$
and the ratio tends to $1$ as $K\to1^+$.

**The exponent.** Call this ratio $R(K)$. Then $\log R=2\log M-\log3-\log(K-1)$, so for $1<K<2$
$$\frac{\log M(K)}{\log(K-1)}=\frac12+\frac{\log R(K)+\log3}{2\log(K-1)} .$$
As $K\to1^+$, the numerator of the last term tends to $\log3$ and its denominator to $-\infty$. The limit is $1/2$.

**Saturation.** For $K>1$, $1-1/K\le M(K)\le1$, so $M(K)\to1$ as $K\to\infty$.

## What the Lean theorems say about the model

The real number `K` is the reduced coupling, and `magnetisation K` is $M(K)$, written as `sSup` of the solution set. The function `requiredCoupling` is $x/\tanh x$.

- `magnetisation_spec` says that for every $K>1$ the number $M(K)$ solves the self-consistency equation, is positive and is at least $1-1/K$.
- `magnetisation_strictMonoOn` says that $M$ is strictly increasing on `Ioi 1`, the interval $(1,\infty)$.
- `critical_amplitude` and `critical_exponent` are the two limits at the critical point. The filter `𝓝[>] 1` means that $K$ approaches $1$ from above, the ordered side.
- `magnetisation_saturates` is the limit $K\to\infty$, which at fixed $J>0$ is the limit of zero temperature.

The exponent is defined logarithmically and refers to $K-1$. With $T_c=J$ we have $K-1=(T_c-T)/T$, so it is also the exponent in the distance from the critical temperature.

The equation $m=\tanh(Km)$ is the starting point; it is not derived from a spin Hamiltonian. Taking the supremum selects the upper branch by definition, without comparing free energies. The theorems about the curve concern $K>1$. That no positive solution exists for $K\le1$ is not stated as a theorem, though it follows quickly from $m+m^3/3\le Km$.

For a numerical self-consistency loop on this one-variable, zero-field mean-field equation, the bound $M(K)\ge1-1/K$ for $K>1$ distinguishes the positive ordered solution from a run that has settled at $m=0$.

```lean
import Mathlib

open Filter Topology Set

namespace CurieWeissMagnetisationCurve

noncomputable section

/-- The spontaneous magnetisation at reduced coupling `K`: the supremum of all solutions of the
self-consistency equation `m = tanh (K m)`. -/
def magnetisation (K : ℝ) : ℝ := sSup {m : ℝ | m = Real.tanh (K * m)}

/-- The reduced coupling `x / tanh x` at which a molecular field `x` sustains itself. -/
def requiredCoupling (x : ℝ) : ℝ := x / Real.tanh x

/-- The response `tanh` of a spin to its field has slope `1 - tanh² x`. -/
theorem hasDerivAt_tanh (x : ℝ) : HasDerivAt Real.tanh (1 - Real.tanh x ^ 2) x := by
  have hc := (Real.cosh_pos x).ne'
  have h := (Real.hasDerivAt_sinh x).fun_div (Real.hasDerivAt_cosh x) hc
  have e : Real.tanh = fun y => Real.sinh y / Real.cosh y :=
    funext Real.tanh_eq_sinh_div_cosh
  rw [Real.tanh_eq_sinh_div_cosh x, e]
  refine h.congr_deriv ?_
  field_simp

/-- A larger field produces a strictly larger magnetisation of a single spin. -/
theorem tanh_strictMono : StrictMono Real.tanh := fun x y h => by
  rw [Real.tanh_eq_sinh_div_cosh x, Real.tanh_eq_sinh_div_cosh y,
    div_lt_div_iff₀ (Real.cosh_pos x) (Real.cosh_pos y)]
  have h1 := Real.sinh_pos_iff.2 (sub_pos.2 h)
  rw [Real.sinh_sub] at h1
  linarith

/-- Cubic bounds on the response of a spin to a field `x ≥ 0`. -/
theorem tanh_cubic_bounds {x : ℝ} (hx : 0 ≤ x) :
    x - x ^ 3 / 3 ≤ Real.tanh x ∧ Real.tanh x + Real.tanh x ^ 3 / 3 ≤ x := by
  have nonneg : ∀ y : ℝ, 0 ≤ y → 0 ≤ Real.tanh y := fun y hy => by
    have h := tanh_strictMono.monotone hy
    rwa [Real.tanh_zero] at h
  -- the difference in the second bound has derivative `tanh⁴`
  have upper : ∀ y : ℝ, 0 ≤ y → Real.tanh y + Real.tanh y ^ 3 / 3 ≤ y := fun y hy => by
    have hd : ∀ z : ℝ, HasDerivAt (fun w => w - Real.tanh w
        - Real.tanh w * Real.tanh w * Real.tanh w / 3) (Real.tanh z ^ 4) z := fun z => by
      have h := hasDerivAt_tanh z
      refine (((hasDerivAt_id' z).fun_sub h).fun_sub
        (((h.fun_mul h).fun_mul h).div_const 3)).congr_deriv ?_
      ring
    have h0 := monotone_of_deriv_nonneg (fun z => (hd z).differentiableAt)
      (fun z => by rw [(hd z).deriv]; positivity) hy
    simp only [Real.tanh_zero] at h0
    nlinarith [h0]
  refine ⟨?_, upper x hx⟩
  -- the difference in the first bound has derivative `x² - tanh² x`
  have hd : ∀ z : ℝ, HasDerivAt (fun w => Real.tanh w - w + w * w * w / 3)
      (z ^ 2 - Real.tanh z ^ 2) z := fun z => by
    have i := hasDerivAt_id' z
    refine (((hasDerivAt_tanh z).fun_sub i).fun_add
      (((i.fun_mul i).fun_mul i).div_const 3)).congr_deriv ?_
    ring
  have mono := monotoneOn_of_deriv_nonneg (convex_Ici (0 : ℝ))
    (fun z _ => (hd z).continuousAt.continuousWithinAt)
    (fun z _ => (hd z).differentiableAt.differentiableWithinAt)
    (fun z hz => by
      rw [interior_Ici] at hz
      have hz0 : 0 ≤ z := le_of_lt hz
      have ht := nonneg z hz0
      have hle : Real.tanh z ≤ z := by
        have := upper z hz0
        have : 0 ≤ Real.tanh z ^ 3 := pow_nonneg ht 3
        linarith
      rw [(hd z).deriv]
      nlinarith [mul_self_le_mul_self ht hle])
  have h0 := mono (Set.mem_Ici.2 le_rfl) (Set.mem_Ici.2 hx) hx
  simp only [Real.tanh_zero] at h0
  nlinarith [h0]

/-- Among positive molecular fields, sustaining a larger one requires a strictly larger coupling. -/
theorem requiredCoupling_strictMonoOn : StrictMonoOn requiredCoupling (Ioi 0) := by
  have tpos : ∀ x : ℝ, 0 < x → 0 < Real.tanh x := fun x hx => by
    have h := tanh_strictMono hx
    rwa [Real.tanh_zero] at h
  have hd : ∀ x : ℝ, 0 < x → HasDerivAt requiredCoupling
      ((1 * Real.tanh x - x * (1 - Real.tanh x ^ 2)) / Real.tanh x ^ 2) x := fun x hx =>
    (hasDerivAt_id' x).fun_div (hasDerivAt_tanh x) (tpos x hx).ne'
  refine strictMonoOn_of_deriv_pos (convex_Ioi 0)
    (fun x hx => (hd x hx).continuousAt.continuousWithinAt) (fun x hx => ?_)
  rw [interior_Ioi] at hx
  have hx0 : 0 < x := hx
  rw [(hd x hx0).deriv]
  refine div_pos ?_ (pow_pos (tpos x hx0) 2)
  have hc := Real.cosh_pos x
  have hs : Real.tanh x * Real.cosh x = Real.sinh x := by
    rw [Real.tanh_eq_sinh_div_cosh, div_mul_cancel₀ _ hc.ne']
  -- up to the factor `cosh²` the numerator is `sinh x cosh x - x`
  have key : Real.cosh x ^ 2 * (1 * Real.tanh x - x * (1 - Real.tanh x ^ 2))
      = Real.cosh x * Real.sinh x - x := by
    linear_combination (Real.cosh x + x * (Real.tanh x * Real.cosh x + Real.sinh x)) * hs
      - x * Real.cosh_sq x
  refine (mul_pos_iff_of_pos_left (pow_pos hc 2)).1 ?_
  rw [key]
  nlinarith [Real.self_lt_sinh_iff.2 hx0, mul_nonneg (sub_nonneg.2 (Real.one_le_cosh x))
    (Real.sinh_pos_iff.2 hx0).le]

/-- For `K > 1` the spontaneous magnetisation solves the self-consistency equation, is positive,
and is at least `1 - 1/K`. -/
theorem magnetisation_spec {K : ℝ} (hK : 1 < K) :
    magnetisation K = Real.tanh (K * magnetisation K) ∧ 0 < magnetisation K ∧
      1 - 1 / K ≤ magnetisation K := by
  have hK0 : 0 < K := by linarith
  have ha : 0 < 1 - 1 / K := sub_pos.2 ((div_lt_one hK0).2 hK)
  have ha1 : 1 - 1 / K ≤ 1 := by
    have : 0 < 1 / K := by positivity
    linarith
  -- at `m = 1 - 1/K` the response is at least `m`, since `tanh x ≥ x / (1 + x)` for `x > 0`
  have low : 1 - 1 / K ≤ Real.tanh (K * (1 - 1 / K)) := by
    have e : K * (1 - 1 / K) = K - 1 := by field_simp
    have e2 : 1 - 1 / K = (K - 1) / K := by field_simp
    rw [e, e2, Real.tanh_eq_sinh_div_cosh, div_le_div_iff₀ hK0 (Real.cosh_pos _)]
    have h1 : Real.cosh (K - 1) - Real.sinh (K - 1) ≤ 1 := by
      rw [Real.cosh_sub_sinh]
      exact Real.exp_le_one_iff.2 (by linarith)
    have h2 := Real.self_lt_sinh_iff.2 (sub_pos.2 hK)
    nlinarith [mul_le_mul_of_nonneg_left h1 (sub_pos.2 hK).le]
  have high : Real.tanh (K * 1) ≤ 1 := by
    rw [Real.tanh_eq_sinh_div_cosh, div_le_one (Real.cosh_pos _)]
    have h1 := Real.cosh_sub_sinh (K * 1)
    have h2 := Real.exp_pos (-(K * 1))
    linarith
  have ct : Continuous Real.tanh :=
    continuous_iff_continuousAt.2 fun x => (hasDerivAt_tanh x).continuousAt
  have cf : Continuous (fun m : ℝ => m - Real.tanh (K * m)) :=
    continuous_id.sub (ct.comp (continuous_const.mul continuous_id))
  obtain ⟨m, hm, hm0⟩ := intermediate_value_Icc ha1 cf.continuousOn
    (show (0 : ℝ) ∈ Icc _ _ from ⟨sub_nonpos.2 low, sub_nonneg.2 high⟩)
  have hsol : m = Real.tanh (K * m) := sub_eq_zero.1 hm0
  have hmpos : 0 < m := lt_of_lt_of_le ha hm.1
  have coupling : ∀ n : ℝ, 0 < n → n = Real.tanh (K * n) → requiredCoupling (K * n) = K :=
    fun n hn h => by
      unfold requiredCoupling
      rw [← h, mul_div_cancel_right₀ K hn.ne']
  -- every other solution is non-positive or needs the same molecular field
  have top : IsGreatest {m : ℝ | m = Real.tanh (K * m)} m := by
    refine ⟨hsol, fun n hn => ?_⟩
    rcases le_or_gt n 0 with h | h
    · linarith
    · have hx := requiredCoupling_strictMonoOn.injOn (Set.mem_Ioi.2 (mul_pos hK0 h))
        (Set.mem_Ioi.2 (mul_pos hK0 hmpos))
        ((coupling n h hn).trans (coupling m hmpos hsol).symm)
      exact (mul_left_cancel₀ hK0.ne' hx).le
  have e : magnetisation K = m := top.csSup_eq
  rw [e]
  exact ⟨hsol, hmpos, hm.1⟩

/-- Above `K = 1` the spontaneous magnetisation is strictly increasing in the coupling. -/
theorem magnetisation_strictMonoOn : StrictMonoOn magnetisation (Ioi 1) := by
  have coupling : ∀ K : ℝ, 1 < K → requiredCoupling (K * magnetisation K) = K := fun K hK => by
    obtain ⟨h, hm, -⟩ := magnetisation_spec hK
    unfold requiredCoupling
    rw [← h, mul_div_cancel_right₀ K hm.ne']
  intro K hK L hL hKL
  have hK1 : 1 < K := hK
  have hL1 : 1 < L := hL
  obtain ⟨h, hm, -⟩ := magnetisation_spec hK1
  obtain ⟨h', hm', -⟩ := magnetisation_spec hL1
  have hx : K * magnetisation K < L * magnetisation L :=
    (requiredCoupling_strictMonoOn.lt_iff_lt
      (Set.mem_Ioi.2 (mul_pos (by linarith) hm))
      (Set.mem_Ioi.2 (mul_pos (by linarith) hm'))).1
      (by rw [coupling K hK1, coupling L hL1]; exact hKL)
  calc magnetisation K = Real.tanh (K * magnetisation K) := h
    _ < Real.tanh (L * magnetisation L) := tanh_strictMono hx
    _ = magnetisation L := h'.symm

/-- As `K` tends to `1` from above, the ratio of the squared magnetisation to `3 (K - 1)`
tends to one. -/
theorem critical_amplitude :
    Tendsto (fun K => magnetisation K ^ 2 / (3 * (K - 1))) (𝓝[>] 1) (𝓝 1) := by
  have c : ContinuousAt (fun K : ℝ => 1 / K ^ 3) 1 :=
    continuousAt_const.div (continuous_pow 3).continuousAt (by norm_num)
  have lim : Tendsto (fun K : ℝ => 1 / K ^ 3) (𝓝[>] 1) (𝓝 1) := by
    simpa using c.tendsto.mono_left nhdsWithin_le_nhds
  -- the cubic bounds place the ratio between `1 / K³` and `1`
  refine tendsto_of_tendsto_of_tendsto_of_le_of_le' lim tendsto_const_nhds ?_ ?_
  all_goals
    filter_upwards [self_mem_nhdsWithin] with K hK
    have hK1 : 1 < K := hK
    have hK0 : 0 < K := by linarith
    have hd : 0 < 3 * (K - 1) := by linarith
    obtain ⟨h, hm, -⟩ := magnetisation_spec hK1
    obtain ⟨b1, b2⟩ := tanh_cubic_bounds (mul_pos hK0 hm).le
    rw [← h] at b1 b2
  · rw [div_le_div_iff₀ (pow_pos hK0 3) hd]
    refine le_of_mul_le_mul_left ?_ hm
    nlinarith [b1]
  · rw [div_le_one hd]
    refine le_of_mul_le_mul_left ?_ hm
    nlinarith [b2]

/-- The critical exponent of the magnetisation is one half: `log M(K) / log (K - 1)` tends to
`1/2` as `K` tends to `1` from above. -/
theorem critical_exponent :
    Tendsto (fun K => Real.log (magnetisation K) / Real.log (K - 1)) (𝓝[>] 1) (𝓝 (1 / 2)) := by
  have c0 : Continuous (fun K : ℝ => K - 1) := by fun_prop
  have c := (c0.tendsto 1).mono_left (nhdsWithin_le_nhds (s := Ioi 1))
  simp only [sub_self] at c
  have hl : Tendsto (fun K : ℝ => Real.log (K - 1)) (𝓝[>] 1) atBot :=
    Real.tendsto_log_nhdsGT_zero.comp (tendsto_nhdsWithin_iff.2 ⟨c, by
      filter_upwards [self_mem_nhdsWithin] with K hK
      exact Set.mem_Ioi.2 (sub_pos.2 hK)⟩)
  have lim := ((((critical_amplitude.log one_ne_zero).add_const (Real.log 3)).mul
    (tendsto_inv_atBot_zero.comp hl)).div_const 2).const_add (1 / 2)
  rw [mul_zero, zero_div, add_zero] at lim
  refine lim.congr' ?_
  filter_upwards [Ioo_mem_nhdsGT (show (1 : ℝ) < 2 by norm_num)] with K hK
  have hd : 0 < K - 1 := sub_pos.2 hK.1
  have hm := (magnetisation_spec hK.1).2.1
  have hne : Real.log (K - 1) ≠ 0 := (Real.log_neg hd (by linarith [hK.2])).ne
  -- the logarithm of the amplitude ratio separates into its factors
  have e : Real.log (magnetisation K ^ 2 / (3 * (K - 1)))
      = 2 * Real.log (magnetisation K) - (Real.log 3 + Real.log (K - 1)) := by
    rw [Real.log_div (pow_pos hm 2).ne' (by positivity), Real.log_pow,
      Real.log_mul (by norm_num) hd.ne']
    norm_num
  simp only [Function.comp_apply]
  rw [e]
  linear_combination (-1 / 2) * mul_inv_cancel₀ hne

/-- In the limit of infinite coupling the spontaneous magnetisation tends to one. -/
theorem magnetisation_saturates : Tendsto magnetisation atTop (𝓝 1) := by
  have lim : Tendsto (fun K : ℝ => 1 - 1 / K) atTop (𝓝 1) := by
    simpa using (tendsto_inv_atTop_zero :
      Tendsto (fun K : ℝ => K⁻¹) atTop (𝓝 0)).const_sub 1
  refine tendsto_of_tendsto_of_tendsto_of_le_of_le' lim tendsto_const_nhds ?_ ?_
  · filter_upwards [eventually_gt_atTop 1] with K hK
    exact (magnetisation_spec hK).2.2
  · filter_upwards [eventually_gt_atTop 1] with K hK
    rw [(magnetisation_spec hK).1, Real.tanh_eq_sinh_div_cosh, div_le_one (Real.cosh_pos _)]
    have h1 := Real.cosh_sub_sinh (K * magnetisation K)
    have h2 := Real.exp_pos (-(K * magnetisation K))
    linarith

end

end CurieWeissMagnetisationCurve
```

```lean
#print axioms CurieWeissMagnetisationCurve.magnetisation_strictMonoOn
-- 'CurieWeissMagnetisationCurve.magnetisation_strictMonoOn' depends on axioms: [propext, Classical.choice, Quot.sound]
#print axioms CurieWeissMagnetisationCurve.critical_exponent
-- 'CurieWeissMagnetisationCurve.critical_exponent' depends on axioms: [propext, Classical.choice, Quot.sound]
#print axioms CurieWeissMagnetisationCurve.magnetisation_saturates
-- 'CurieWeissMagnetisationCurve.magnetisation_saturates' depends on axioms: [propext, Classical.choice, Quot.sound]
```

## How the Lean proof follows the calculation

`hasDerivAt_tanh` applies the quotient rule to $\sinh/\cosh$. `tanh_strictMono` cross-multiplies the two quotients and uses $\sinh(y-x)>0$ for $x<y$.

In `tanh_cubic_bounds`, each `hd` records the derivative of one of the two difference functions, $\tanh^4x$ and $x^2-\tanh^2x$. The first is non-negative everywhere, so `monotone_of_deriv_nonneg` applies on the whole line. For the second, the proof uses $0\le\tanh x\le x$, which holds for $x\ge0$, and so it establishes monotonicity on $[0,\infty)$, which is all that is used. Comparison with the value at $0$ gives the bounds.

`requiredCoupling_strictMonoOn` shows that the derivative of $x/\tanh x$ is positive. The step `key` multiplies its numerator by $\cosh^2x$ to obtain $\sinh x\cosh x-x$, and the final `nlinarith` combines $x<\sinh x$ with $\cosh x\ge1$.

`magnetisation_spec` contains the existence argument. The steps `low` and `high` are the signs of $f$ at $1-1/K$ and at $1$, and `intermediate_value_Icc` supplies the zero. The step `top` proves that this zero is the greatest solution: a competitor is either non-positive or requires the same coupling, and injectivity of `requiredCoupling` then makes the two fields equal. The supremum is therefore this zero.

`magnetisation_strictMonoOn` turns $K<L$ into an inequality between fields and then applies $\tanh$, as in the growth step above.

`critical_amplitude` is a squeeze between $1/K^3$ and $1$. In both halves `le_of_mul_le_mul_left` performs the division by $M(K)$, and `nlinarith` takes the remaining inequality from a cubic bound.

`critical_exponent` first computes the limit of the right-hand side of the logarithmic identity. It then uses `congr'` to replace that expression by $\log M(K)/\log(K-1)$ on $1<K<2$, where $\log(K-1)$ is negative and can be divided by. The step `e` splits $\log R$ into its terms.

`magnetisation_saturates` is a second squeeze, between the lower bound from `magnetisation_spec` and the bound $\tanh\le1$.
